# The d-wave kernel of a semilocal potential depends only on the angle, and twelve points reproduce the d harmonics

When the core of an atom is replaced by a semilocal effective core potential, the radial potential felt by an outer electron depends on the angular-momentum channel. To apply the d part, one holds the electron's distance from the nucleus fixed and projects the wave function f on that sphere onto the d harmonics Yᵢ:

(Pf)(a) = ∫ K(a,b) f(b) dΩ_b,  K(a,b) = Σᵢ Yᵢ(a) Yᵢ(b).

The harmonics are written in chosen Cartesian axes, yet the potential of a spherical core should not depend on those axes. Quantum Monte Carlo also replaces the integral by a sum over a few directions, which may spoil the projection. Algebra settles the first point, and it shows that twelve suitable directions are enough when f is purely d-wave.

## Five harmonics, one kernel

A vector a is a function `Fin 3 → ℝ` with components a₀, a₁, a₂, and `a ⬝ᵥ b` is the dot product a·b. Unit length is not built into the type; it enters as the hypothesis `a ⬝ᵥ a = 1` where needed.

In Lean 4 with Mathlib:

```lean
import Mathlib

open Matrix

namespace SemilocalDProjector

noncomputable section
```

All five harmonics share the prefactor N = √(15/(4π)).

```lean
/-- The common prefactor `√(15 / (4π))` of the real d harmonics. -/
def dNorm : ℝ := Real.sqrt (15 / (4 * Real.pi))
```

Numbered from 0, they are

Y₀ = N a₀a₁, Y₁ = N a₁a₂, Y₂ = N a₂a₀,
Y₃ = N (a₀² − a₁²)/2,
Y₄ = N (√3/6)(2a₂² − a₀² − a₁²).

These are the usual normalised real harmonics on the unit sphere, extended to all vectors as quadratic forms.

```lean
/-- The five real d harmonics `xy`, `yz`, `zx`, `x² - y²` and `2z² - x² - y²`, with their
standard prefactors, as quadratic forms in the Cartesian components. -/
def dHarmonic (i : Fin 5) (a : Fin 3 → ℝ) : ℝ :=
  ![dNorm * (a 0 * a 1),
    dNorm * (a 1 * a 2),
    dNorm * (a 2 * a 0),
    dNorm * ((a 0 ^ 2 - a 1 ^ 2) / 2),
    dNorm * (Real.sqrt 3 / 6 * (2 * a 2 ^ 2 - a 0 ^ 2 - a 1 ^ 2))] i
```

The kernel is defined as the sum of products, with no angular formula assumed.

```lean
/-- The angular kernel of the semilocal d projector: the sum of products of the five
d harmonics at two directions. -/
def dKernel (a b : Fin 3 → ℝ) : ℝ := ∑ i, dHarmonic i a * dHarmonic i b
```

Squaring the prefactor gives N²π = 15/4.

```lean
/-- The squared prefactor times `π` is `15/4`. -/
theorem dNorm_sq_mul_pi : dNorm ^ 2 * Real.pi = 15 / 4 := by
  have hπ := Real.pi_pos
  rw [dNorm, Real.sq_sqrt (by positivity)]
  field_simp
```

Now expand K(a,b)/N². The first three products give Σ_{i<j} aᵢaⱼbᵢbⱼ. In the last two, each aᵢ²bᵢ² has coefficient 1/3 and each aᵢ²bⱼ² with i ≠ j has −1/6. Comparison with (a·b)² and |a|²|b|² gives

K(a,b) = N² [3(a·b)² − |a|²|b|²]/6 = 5[3(a·b)² − |a|²|b|²]/(8π).

In the proof, `key` is the first equality, where √3² = 3 is the only fact needed beyond polynomial algebra; the second uses N²π = 15/4.

```lean
/-- For arbitrary vectors, the d kernel is
`5 (3 (a·b)² - |a|² |b|²) / (8π)`. -/
theorem dKernel_general (a b : Fin 3 → ℝ) :
    dKernel a b = 5 * (3 * (a ⬝ᵥ b) ^ 2 - (a ⬝ᵥ a) * (b ⬝ᵥ b)) / (8 * Real.pi) := by
  have hs : Real.sqrt 3 ^ 2 = 3 := Real.sq_sqrt (by norm_num)
  -- the five products combine into one rotationally invariant form
  have key : dKernel a b
      = dNorm ^ 2 * ((3 * (a ⬝ᵥ b) ^ 2 - (a ⬝ᵥ a) * (b ⬝ᵥ b)) / 6) := by
    simp only [dKernel, dHarmonic, Fin.sum_univ_five, Matrix.cons_val, dotProduct,
      Fin.sum_univ_three]
    linear_combination (dNorm ^ 2 * (2 * a 2 ^ 2 - a 0 ^ 2 - a 1 ^ 2)
      * (2 * b 2 ^ 2 - b 0 ^ 2 - b 1 ^ 2) / 36) * hs
  have hπ : 8 * Real.pi ≠ 0 := by positivity
  rw [key, eq_div_iff hπ]
  linear_combination (4 / 3 * (3 * (a ⬝ᵥ b) ^ 2 - (a ⬝ᵥ a) * (b ⬝ᵥ b))) * dNorm_sq_mul_pi
```

Setting |a| = |b| = 1 gives

K(a,b) = 5[3(a·b)² − 1]/(8π).

This is the spherical-harmonic addition theorem for l = 2 alone.

```lean
/-- Addition theorem for the d channel: for unit vectors `a` and `b`, the sum of products of
the five real d harmonics is `5 (3 (a·b)² - 1) / (8π)`. -/
theorem d_addition_theorem (a b : Fin 3 → ℝ) (ha : a ⬝ᵥ a = 1) (hb : b ⬝ᵥ b = 1) :
    ∑ i, dHarmonic i a * dHarmonic i b
      = 5 * (3 * (a ⬝ᵥ b) ^ 2 - 1) / (8 * Real.pi) := by
  have h := dKernel_general a b
  rw [ha, hb, mul_one] at h
  exact h
```

At b = a the bracket equals 2, so Σᵢ Yᵢ(a)² = 5/(4π) in every direction.

```lean
/-- On the unit sphere the squares of the five d harmonics add up to the constant
`5 / (4π)`. -/
theorem sum_sq_dHarmonic (a : Fin 3 → ℝ) (ha : a ⬝ᵥ a = 1) :
    ∑ i, dHarmonic i a ^ 2 = 5 / (4 * Real.pi) := by
  simp only [pow_two]
  rw [d_addition_theorem a a ha ha, ha]
  ring
```

## Independence of the axes

If RᵀR = 1, then (Ra)·(Rb) = a·(RᵀR b) = a·b. The kernel contains only dot products, so K(Ra,Rb) = K(a,b), for reflections as well as rotations.

```lean
/-- The d kernel is unchanged when both vectors are transformed by the same orthogonal
matrix. -/
theorem dKernel_rotation (R : Matrix (Fin 3) (Fin 3) ℝ) (hR : Rᵀ * R = 1)
    (a b : Fin 3 → ℝ) : dKernel (R *ᵥ a) (R *ᵥ b) = dKernel a b := by
  -- orthogonal matrices preserve dot products
  have hdot : ∀ x y : Fin 3 → ℝ, (R *ᵥ x) ⬝ᵥ (R *ᵥ y) = x ⬝ᵥ y := by
    intro x y
    rw [Matrix.dotProduct_mulVec, ← Matrix.mulVec_transpose, Matrix.mulVec_mulVec, hR,
      Matrix.one_mulVec]
  rw [dKernel_general, dKernel_general, hdot, hdot, hdot]
```

For unit vectors, equal kernels mean equal (a·b)², hence equal |a·b|, and conversely. The kernel therefore fixes the angle up to its supplement: it cannot tell θ from π − θ.

```lean
/-- Two pairs of unit vectors have the same d kernel exactly when the cosines of their
angles agree up to sign. -/
theorem dKernel_eq_iff (a b c d : Fin 3 → ℝ) (ha : a ⬝ᵥ a = 1) (hb : b ⬝ᵥ b = 1)
    (hc : c ⬝ᵥ c = 1) (hd : d ⬝ᵥ d = 1) :
    dKernel a b = dKernel c d ↔ |a ⬝ᵥ b| = |c ⬝ᵥ d| := by
  have hπ : 8 * Real.pi ≠ 0 := by positivity
  rw [dKernel, dKernel, d_addition_theorem a b ha hb, d_addition_theorem c d hc hd,
    div_left_inj' hπ, ← sq_eq_sq_iff_abs_eq_abs]
  constructor <;> intro h <;> linarith
```

## Twelve directions in place of the sphere

Take the vertices of a regular icosahedron, with coordinates built from 0, ±u and ±v, where

u² = (5 − √5)/10,  v² = (5 + √5)/10.

```lean
/-- The shorter nonzero coordinate of a vertex of the icosahedron in the unit sphere. -/
def icoU : ℝ := Real.sqrt ((5 - Real.sqrt 5) / 10)

/-- The longer nonzero coordinate of a vertex of the icosahedron in the unit sphere. -/
def icoV : ℝ := Real.sqrt ((5 + Real.sqrt 5) / 10)
```

The vertices are (0,±u,±v), (±v,0,±u) and (±u,±v,0), with all sign choices.

```lean
/-- The sum of a function over the twelve vertices of a regular icosahedron inscribed in
the unit sphere. -/
def vertexSum (f : (Fin 3 → ℝ) → ℝ) : ℝ :=
  f ![0, icoU, icoV] + f ![0, icoU, -icoV] + f ![0, -icoU, icoV] + f ![0, -icoU, -icoV]
  + f ![icoV, 0, icoU] + f ![-icoV, 0, icoU] + f ![icoV, 0, -icoU] + f ![-icoV, 0, -icoU]
  + f ![icoU, icoV, 0] + f ![icoU, -icoV, 0] + f ![-icoU, icoV, 0] + f ![-icoU, -icoV, 0]
```

Each vertex carries the weight 4π/12.

```lean
/-- The twelve-point icosahedral quadrature rule on the unit sphere, with equal weights
`4π / 12`. -/
def icosahedralRule (f : (Fin 3 → ℝ) → ℝ) : ℝ := 4 * Real.pi / 12 * vertexSum f
```

Adding and multiplying the two squares gives u² + v² = 1 and u²v² = (25 − 5)/100 = 1/5. The first identity puts the vertices on the unit sphere.

```lean
/-- The vertex coordinates satisfy `u² + v² = 1` and `u² v² = 1/5`. -/
theorem ico_coordinates : icoU ^ 2 + icoV ^ 2 = 1 ∧ icoU ^ 2 * icoV ^ 2 = 1 / 5 := by
  have h5 : Real.sqrt 5 ^ 2 = 5 := Real.sq_sqrt (by norm_num)
  have h0 := Real.sqrt_nonneg 5
  have hle : Real.sqrt 5 ≤ 5 := by nlinarith
  have hu : icoU ^ 2 = (5 - Real.sqrt 5) / 10 := Real.sq_sqrt (by linarith)
  have hv : icoV ^ 2 = (5 + Real.sqrt 5) / 10 := Real.sq_sqrt (by linarith)
  rw [hu, hv]
  constructor
  · ring
  · linear_combination (-1 / 100) * h5
```

Sum Yᵢ Yⱼ over the vertices. For i ≠ j the sum vanishes by sign changes, by the zero coordinate of each vertex, or by cyclic symmetry. For i = j = 0, 1, 2 it is 4N²u²v² = 4N²/5. For i = j = 3, 4 it is

2N²(u⁴ + v⁴ − u²v²) = 2N²(3/5 − 1/5) = 4N²/5.

The weight turns this into (4π/12)(4N²/5) = 1. The proof runs through all 25 index pairs, and its four alternatives after `first` treat the vanishing sums, the first three squares, Y₃² and Y₄².

```lean
/-- The five d harmonics are orthonormal under the twelve-point icosahedral rule. -/
theorem icosahedral_orthonormal (i j : Fin 5) :
    icosahedralRule (fun q => dHarmonic i q * dHarmonic j q) = if i = j then 1 else 0 := by
  obtain ⟨h1, h2⟩ := ico_coordinates
  have hs : Real.sqrt 3 ^ 2 = 3 := Real.sq_sqrt (by norm_num)
  have key : vertexSum (fun q => dHarmonic i q * dHarmonic j q)
      = dNorm ^ 2 * (if i = j then 4 / 5 else 0) := by
    -- mixed products cancel by symmetry; the squares use the vertex coordinates
    fin_cases i <;> fin_cases j <;>
      simp only [vertexSum, dHarmonic, Fin.zero_eta, Fin.mk_one, Fin.reduceFinMk,
        Matrix.cons_val, Fin.reduceEq, reduceIte] <;>
      first
      | ring1
      | linear_combination 4 * dNorm ^ 2 * h2
      | linear_combination dNorm ^ 2 * (2 * (icoU ^ 2 + icoV ^ 2 + 1)) * h1
          - 6 * dNorm ^ 2 * h2
      | linear_combination dNorm ^ 2 * (2 * (icoU ^ 2 + icoV ^ 2 + 1)) * h1
          - 6 * dNorm ^ 2 * h2
          + dNorm ^ 2 * (6 * icoU ^ 4 + 6 * icoV ^ 4 - 6 * icoU ^ 2 * icoV ^ 2) / 9 * hs
  rw [icosahedralRule, key]
  split_ifs
  · linear_combination (4 / 15) * dNorm_sq_mul_pi
  · ring
```

Write Q for the twelve-point rule. Since it is linear,

Q_b[K(a,b) Yᵢ(b)] = Σⱼ Yⱼ(a) Q[Yⱼ Yᵢ] = Yᵢ(a).

```lean
/-- The d projector, with its angular integral replaced by the twelve-point icosahedral
rule, returns every d harmonic exactly. -/
theorem icosahedral_projector (i : Fin 5) (a : Fin 3 → ℝ) :
    icosahedralRule (fun b => dKernel a b * dHarmonic i b) = dHarmonic i a := by
  -- move the quadrature inside the sum over the five harmonics
  have h : icosahedralRule (fun b => dKernel a b * dHarmonic i b)
      = ∑ j, dHarmonic j a * icosahedralRule (fun b => dHarmonic j b * dHarmonic i b) := by
    simp only [icosahedralRule, vertexSum, dKernel, Fin.sum_univ_five]
    ring
  rw [h]
  simp [icosahedral_orthonormal]

end

end SemilocalDProjector
```

For a Monte Carlo code, this means that the twelve-point rule adds no quadrature error to the d projection of a purely d-wave function. Rotating all twelve points together does not change this, since a rotation turns d harmonics into combinations of d harmonics and leaves the kernel unchanged. The trial function in a calculation generally has other angular components as well, and any leakage from them into the d channel is not treated here. The radial potential and the exact surface integral do not enter the theorems.

```lean
#print axioms SemilocalDProjector.sum_sq_dHarmonic
-- 'SemilocalDProjector.sum_sq_dHarmonic' depends on axioms: [propext, Classical.choice, Quot.sound]
#print axioms SemilocalDProjector.dKernel_rotation
-- 'SemilocalDProjector.dKernel_rotation' depends on axioms: [propext, Classical.choice, Quot.sound]
#print axioms SemilocalDProjector.dKernel_eq_iff
-- 'SemilocalDProjector.dKernel_eq_iff' depends on axioms: [propext, Classical.choice, Quot.sound]
#print axioms SemilocalDProjector.icosahedral_projector
-- 'SemilocalDProjector.icosahedral_projector' depends on axioms: [propext, Classical.choice, Quot.sound]
```
